# A two-qubit product state with Wigner function value −3/100 at a phase point reversed on the second qubit

The declaration `product_flipped_negative` concerns the normalised product of the qubit states (3|0⟩ − 4|1⟩)/5 and (|0⟩ + |1⟩)/√2, and the Wigner function Tr(ρ A_r ⊗ A_s)/4 with A_r = (I + r·σ)/2. It states that (1, 1, 1) and (−1, −1, 1) are phase points, meaning vectors of signs with product one, and that the Wigner function equals −3/100 when r is the first of them and s is the second with all its signs reversed. The attempt checks the signs and products with `simp`. For the value it rewrites the trace as a sum over amplitudes by `wigner_pairState`, then leaves the arithmetic to `simp` and `ring`.

Lean 4 with Mathlib refuses this proof:

```lean
import Mathlib

open Matrix
open scoped Kronecker ComplexOrder

namespace SingletPhasePoints

noncomputable section

/-- The operator `(I + r·σ)/2` attached to a real vector `r`. -/
def pointOp (r : Fin 3 → ℝ) : Matrix (Fin 2) (Fin 2) ℂ :=
  (1 / 2 : ℂ) • (1 + (r 0 : ℂ) • !![0, 1; 1, 0]
    + (r 1 : ℂ) • !![0, -Complex.I; Complex.I, 0] + (r 2 : ℂ) • !![1, 0; 0, -1])

/-- A qubit phase point: a vector of three signs whose product is one. -/
def IsPhasePoint (r : Fin 3 → ℝ) : Prop :=
  (∀ i, r i = 1 ∨ r i = -1) ∧ r 0 * r 1 * r 2 = 1

/-- The two-qubit Wigner function `Tr(ρ A_r ⊗ A_s)/4`. -/
def wigner (ρ : Matrix (Fin 2 × Fin 2) (Fin 2 × Fin 2) ℂ) (r s : Fin 3 → ℝ) : ℂ :=
  (ρ * (pointOp r ⊗ₖ pointOp s)).trace / 4

/-- The operator `|C⟩⟨C|/2`, where `C i j` is the amplitude of the basis state `|i j⟩`. -/
def pairState (C : Matrix (Fin 2) (Fin 2) ℂ) :
    Matrix (Fin 2 × Fin 2) (Fin 2 × Fin 2) ℂ :=
  Matrix.of fun p q => (1 / 2 : ℂ) * (C p.1 p.2 * star (C q.1 q.2))

/-- The Wigner function of `|C⟩⟨C|/2` written out in amplitudes. -/
theorem wigner_pairState (C : Matrix (Fin 2) (Fin 2) ℂ) (r s : Fin 3 → ℝ) :
    wigner (pairState C) r s = (1 / 8 : ℂ) * ∑ i, ∑ j, ∑ k, ∑ l,
      C i j * star (C k l) * pointOp r k i * pointOp s l j := by
  simp only [wigner, pairState, Matrix.trace, Matrix.diag_apply, Matrix.mul_apply,
    Matrix.of_apply, Matrix.kroneckerMap_apply, Fintype.sum_prod_type, Fin.sum_univ_two]
  ring

/-- The product of `(3|0⟩ - 4|1⟩)/5` and `(|0⟩ + |1⟩)/√2` has a negative Wigner function
value when the phase points of the second qubit are reversed. -/
theorem product_flipped_negative :
    IsPhasePoint ![1, 1, 1] ∧ IsPhasePoint ![-1, -1, 1] ∧
    wigner (pairState !![3 / 5, 3 / 5; -4 / 5, -4 / 5]) ![1, 1, 1] (-![-1, -1, 1])
      = -3 / 100 := by
  refine ⟨⟨fun i => ?_, ?_⟩, ⟨fun i => ?_, ?_⟩, ?_⟩
  · fin_cases i <;> simp
  · simp
  · fin_cases i <;> simp
  · simp
  · rw [wigner_pairState]
    simp [pointOp, Fin.sum_univ_two]
    ring

end

end SingletPhasePoints
```

Lean reports:

```
Try this:
  [apply] ring_nf
  
  The `ring` tactic failed to close the goal. Use `ring_nf` to obtain a normal form.
    
  Note that `ring` works primarily in *commutative* rings. If you have a noncommutative ring, abelian group or module, consider using `noncomm_ring`, `abel` or `module` instead.
Main.lean:47:2: error: unsolved goals
case refine_5
⊢ (starRingEnd ℂ) 3 * ((starRingEnd ℂ) 5)⁻¹ * (1 / 20) +
          (starRingEnd ℂ) 3 * ((starRingEnd ℂ) 5)⁻¹ * Complex.I * (1 / 10) +
        ((starRingEnd ℂ) 5)⁻¹ * Complex.I * (starRingEnd ℂ) 4 * (-3 / 40) +
      ((starRingEnd ℂ) 5)⁻¹ * (starRingEnd ℂ) 4 * (-3 / 40) =
    -3 / 100
```

Cause. The first message says that `ring` did not close the goal, and the error shows what was left of the fifth part, the Wigner function value. The amplitudes enter the sum once plainly and once conjugated. `simp` carried the conjugation, written `starRingEnd ℂ`, inside the fractions but left it standing on the numerals 3, 4 and 5. `ring` does not use the fact that conjugation fixes these numbers, so it treats `(starRingEnd ℂ) 3` and its fellows as unknowns, and for arbitrary unknowns the equation is not an identity.

The remaining goal is nevertheless true: once the conjugates are replaced by the numerals, the terms in `Complex.I` cancel and the rest is 3/100 − 6/100. The repair proves the three missing equations, `h3`, `h4` and `h5`, by comparing real and imaginary parts with `Complex.ext`, and hands them to `simp`. The conjugations then disappear, and the unchanged `ring` can finish the arithmetic. The added comment only explains the step.

Fix (accepted with no message):

```diff
@@ -46,5 +46,9 @@
   · simp
   · rw [wigner_pairState]
-    simp [pointOp, Fin.sum_univ_two]
+    -- the amplitudes are real
+    have h3 : (starRingEnd ℂ) 3 = 3 := Complex.ext (by simp) (by simp)
+    have h4 : (starRingEnd ℂ) 4 = 4 := Complex.ext (by simp) (by simp)
+    have h5 : (starRingEnd ℂ) 5 = 5 := Complex.ext (by simp) (by simp)
+    simp [pointOp, Fin.sum_univ_two, h3, h4, h5]
     ring
 
```
